# Summed over all mode tuples, the p-fermion density matrix has trace n(n−1)…(n−p+1) at sharp particle number n

A correlated calculation on n electrons hands its two-particle density matrix to another program. The receiving program needs to know what the trace of that array should be, and what factor appears when one particle is summed out to recover the one-particle density matrix.

## The trace and the contraction factor

Let a(i) be the annihilator of mode i, for finitely many modes (orthonormal spin orbitals, say), and let a†(i) be its creator. For a tuple i = (i₁, …, iₚ), define the string

A(i) = a(iₚ) … a(i₁),

with A = 1 for p = 0. If w(x) denotes the expectation value of an operator x, the p-particle density matrix is

Γₚ(i, j) = w(A†(j) A(i)).

For a normalised state with exactly n particles,

Σᵢ Γₚ(i, i) = n(n−1)…(n−p+1),

Σₖ Γₚ₊₁(ik, jk) = (n−p) Γₚ(i, j),

where ik is the tuple i with the mode k appended. The sums run over all tuples, in every order, and there is no prefactor 1/p!. If every Γₚ is stored with that prefactor, the trace becomes n(n−1)…(n−p+1)/p! and the contraction factor becomes (n−p)/(p+1).

## Checks on a stored two-particle matrix

In a finite orthonormal basis and at fixed particle number, the case p = 2 gives a trace of n(n−1), and contracting Γ₂ gives (n−1)Γ₁. An electronic-structure code can test the trace when it reads Γ₂ alone, and the contraction when it is given Γ₁ as well. A code that optimises Γ₁ and Γ₂ together can impose both relations as linear constraints. No Hamiltonian enters, so they hold with or without interactions.

## Moving the number operator through a string

The anticommutation relations are

a(i) a(j) + a(j) a(i) = 0,

a(i) a†(j) + a†(j) a(i) = δ(i, j).

Let N = Σᵢ a†(i) a(i). For a single term of N,

a†(i) a(i) a(j) = −a†(i) a(j) a(i)

= −[δ(i, j) − a(j) a†(i)] a(i)

= a(j) a†(i) a(i) − δ(i, j) a(i).

Summing over i gives

N a(j) = a(j) (N−1).

A string of p annihilators therefore satisfies N A = A (N−p). This is trivial for p = 0, and one further annihilator gives

N a(k) A = a(k) (N−1) A = a(k) [A (N−p) − A] = a(k) A (N−p−1).

Since A(ik) = a(k) A(i), summing over the last mode puts N between the two shorter strings:

Σₖ A†(ik) A(jk) = A†(i) [Σₖ a†(k) a(k)] A(j) = A†(i) N A(j) = A†(i) A(j) (N−p).

Write Sₚ = Σᵢ A†(i) A(i). Setting j = i and summing over i gives Sₚ₊₁ = Sₚ (N−p), and S₀ = 1, so

Sₚ = N(N−1)…(N−p+1).

The trace of Γₚ is w(Sₚ). At sharp particle number, w(xN) = n w(x) for every operator x, hence w(x(N−p)) = (n−p) w(x). With x = A†(j) A(i) this is the contraction formula. With x = Sₚ it gives w(Sₚ₊₁) = (n−p) w(Sₚ), and w(1) = 1 starts the recursion. For p > n the product contains a zero factor and the trace vanishes.

## The Lean file

```lean
import Mathlib

open Matrix

namespace DensityMatrixTrace

variable {ι R : Type*} [Fintype ι] [DecidableEq ι] [Ring R] [StarRing R]

/-- The canonical anticommutation relations for annihilators `a i` with creators
`star (a i)`. -/
structure CAR (a : ι → R) : Prop where
  ann : ∀ i j, a i * a j + a j * a i = 0
  mixed : ∀ i j, a i * star (a j) + star (a j) * a i = if i = j then 1 else 0

/-- The particle-number operator, the sum of `a i* a i` over all modes. -/
def numberOp (a : ι → R) : R := ∑ i, star (a i) * a i

/-- The string of annihilators `a_{ip} ... a_{i2} a_{i1}` for a tuple of `p` modes. -/
def annString (a : ι → R) : (p : ℕ) → (Fin p → ι) → R
  | 0, _ => 1
  | p + 1, i => a (i (Fin.last p)) * annString a p (fun k => i k.castSucc)

/-- The falling factorial `x (x - 1) ... (x - p + 1)` of a ring element. -/
def fallingFactorial (x : R) (p : ℕ) : R :=
  ((List.range p).map fun k : ℕ => x - (k : R)).prod

omit [DecidableEq ι] [StarRing R] in
/-- A sum over tuples of `p + 1` modes is a sum over the first `p` modes and the last one. -/
theorem sum_tuple_succ {p : ℕ} (f : (Fin (p + 1) → ι) → R) :
    ∑ i, f i = ∑ j : Fin p → ι, ∑ k, f (Fin.snoc (α := fun _ => ι) j k) := by
  let e : (Fin p → ι) × ι ≃ (Fin (p + 1) → ι) :=
    { toFun := fun x => Fin.snoc (α := fun _ => ι) x.1 x.2
      invFun := fun i => (fun k => i k.castSucc, i (Fin.last p))
      left_inv := by rintro ⟨j, k⟩; simp
      right_inv := by
        intro i
        funext k
        refine Fin.lastCases ?_ (fun k => ?_) k <;> simp }
  rw [← Fintype.sum_prod_type' (f := fun j k => f (Fin.snoc (α := fun _ => ι) j k))]
  exact (Fintype.sum_equiv e _ _ fun _ => rfl).symm

/-- An annihilator lowers the particle number by one: `N a_j = a_j (N - 1)`. -/
theorem numberOp_mul_ann {a : ι → R} (h : CAR a) (j : ι) :
    numberOp a * a j = a j * (numberOp a - 1) := by
  -- move `a j` to the left through one mode occupation
  have key : ∀ i, star (a i) * a i * a j
      = a j * (star (a i) * a i) - (if j = i then a i else 0) := by
    intro i
    calc star (a i) * a i * a j
        = star (a i) * (a i * a j + a j * a i)
          - (a j * star (a i) + star (a i) * a j) * a i + a j * (star (a i) * a i) := by
          noncomm_ring
      _ = _ := by
          rw [h.ann i j, h.mixed j i]
          split_ifs <;> noncomm_ring
  unfold numberOp
  rw [Finset.sum_mul, mul_sub, mul_one, Finset.mul_sum,
    Finset.sum_congr rfl (fun i _ => key i), Finset.sum_sub_distrib]
  simp

/-- A string `A` of `p` annihilators lowers the particle number by `p`: `N A = A (N - p)`. -/
theorem numberOp_mul_annString {a : ι → R} (h : CAR a) (p : ℕ) (i : Fin p → ι) :
    numberOp a * annString a p i = annString a p i * (numberOp a - (p : R)) := by
  induction p with
  | zero => simp [annString]
  | succ p ih =>
    simp only [annString]
    rw [← mul_assoc, numberOp_mul_ann h, mul_assoc, sub_mul, one_mul, ih, Nat.cast_succ]
    noncomm_ring

/-- Contracting the last mode of a `(p + 1)`-body operator leaves the `p`-body operator
times `N - p`. -/
theorem contraction {a : ι → R} (h : CAR a) (p : ℕ) (i j : Fin p → ι) :
    ∑ k, star (annString a (p + 1) (Fin.snoc (α := fun _ => ι) i k))
        * annString a (p + 1) (Fin.snoc (α := fun _ => ι) j k)
      = star (annString a p i) * annString a p j * (numberOp a - (p : R)) := by
  calc _ = ∑ k, star (annString a p i) * (star (a k) * a k) * annString a p j := by
        refine Finset.sum_congr rfl fun k _ => ?_
        simp only [annString, Fin.snoc_last, Fin.snoc_castSucc, star_mul, mul_assoc]
    _ = star (annString a p i) * (numberOp a * annString a p j) := by
        rw [← Finset.sum_mul, ← Finset.mul_sum, mul_assoc]
        rfl
    _ = _ := by rw [numberOp_mul_annString h, mul_assoc]

/-- The sum over all mode tuples of `a_{i1}* ... a_{ip}* a_{ip} ... a_{i1}` is
`N (N - 1) ... (N - p + 1)`. -/
theorem sum_strings_eq_fallingFactorial {a : ι → R} (h : CAR a) (p : ℕ) :
    ∑ i : Fin p → ι, star (annString a p i) * annString a p i
      = fallingFactorial (numberOp a) p := by
  induction p with
  | zero => simp [annString, fallingFactorial]
  | succ p ih =>
    -- contract the last mode, then use the result for `p` modes
    rw [sum_tuple_succ, Finset.sum_congr rfl (fun i _ => contraction h p i i),
      ← Finset.sum_mul, ih]
    simp [fallingFactorial, List.range_succ]

variable [Algebra ℂ R]

/-- The `p`-particle density matrix of a linear functional `w`, with entries
`w (A_j* A_i)` for annihilator strings `A_i`, `A_j`. -/
def rdm (a : ι → R) (w : R →ₗ[ℂ] ℂ) (p : ℕ) : Matrix (Fin p → ι) (Fin p → ι) ℂ :=
  Matrix.of fun i j => w (star (annString a p j) * annString a p i)

/-- The functional `w` has sharp particle number `n`: the number operator next to the state
acts as the number `n`. -/
def HasParticleNumber (a : ι → R) (w : R →ₗ[ℂ] ℂ) (n : ℕ) : Prop :=
  ∀ x, w (x * numberOp a) = n * w x

/-- The trace of the `p`-particle density matrix is the expectation value of
`N (N - 1) ... (N - p + 1)`. -/
theorem trace_rdm {a : ι → R} (h : CAR a) (w : R →ₗ[ℂ] ℂ) (p : ℕ) :
    (rdm a w p).trace = w (fallingFactorial (numberOp a) p) := by
  simp only [Matrix.trace, Matrix.diag_apply, rdm, Matrix.of_apply]
  rw [← map_sum, sum_strings_eq_fallingFactorial h]

omit [DecidableEq ι] in
/-- At sharp particle number `n`, the operator `N - p` next to the state acts as `n - p`. -/
theorem HasParticleNumber.shift {a : ι → R} {w : R →ₗ[ℂ] ℂ} {n : ℕ}
    (hw : HasParticleNumber a w n) (p : ℕ) (x : R) :
    w (x * (numberOp a - (p : R))) = ((n : ℂ) - p) * w x := by
  rw [mul_sub, map_sub, hw x, ← nsmul_eq_mul', map_nsmul, nsmul_eq_mul, sub_mul]

/-- At sharp particle number `n`, the partial trace of the `(p + 1)`-particle density matrix
over its last mode is `n - p` times the `p`-particle density matrix. -/
theorem partialTrace_rdm {a : ι → R} (h : CAR a) {w : R →ₗ[ℂ] ℂ} {n : ℕ}
    (hw : HasParticleNumber a w n) (p : ℕ) (i j : Fin p → ι) :
    ∑ k, rdm a w (p + 1) (Fin.snoc (α := fun _ => ι) i k) (Fin.snoc (α := fun _ => ι) j k)
      = ((n : ℂ) - p) * rdm a w p i j := by
  simp only [rdm, Matrix.of_apply]
  rw [← map_sum, contraction h, hw.shift]

/-- For a normalised functional of sharp particle number `n`, the `p`-particle density matrix
has trace `n (n - 1) ... (n - p + 1)`. -/
theorem trace_rdm_of_particleNumber {a : ι → R} (h : CAR a) {w : R →ₗ[ℂ] ℂ} {n : ℕ}
    (hw : HasParticleNumber a w n) (h1 : w 1 = 1) (p : ℕ) :
    (rdm a w p).trace = (n.descFactorial p : ℂ) := by
  rw [trace_rdm h]
  induction p with
  | zero => simp [fallingFactorial, h1]
  | succ p ih =>
    have hs : fallingFactorial (numberOp a) (p + 1)
        = fallingFactorial (numberOp a) p * (numberOp a - (p : R)) := by
      simp [fallingFactorial, List.range_succ]
    rw [hs, hw.shift, ih, Nat.descFactorial_succ]
    -- for `p > n` both sides vanish
    rcases le_or_gt p n with hp | hp
    · rw [Nat.cast_mul, Nat.cast_sub hp]
    · rw [Nat.descFactorial_eq_zero_iff_lt.mpr hp]
      simp

/-- Two fermionic modes as Jordan-Wigner matrices in the basis `|00>, |01>, |10>, |11>`. -/
def twoModes : Fin 2 → Matrix (Fin 4) (Fin 4) ℂ :=
  ![!![0, 0, 1, 0; 0, 0, 0, 1; 0, 0, 0, 0; 0, 0, 0, 0],
    !![0, 1, 0, 0; 0, 0, 0, 0; 0, 0, 0, -1; 0, 0, 0, 0]]

/-- The expectation value in the doubly occupied state `|11>`. -/
def filledState : Matrix (Fin 4) (Fin 4) ℂ →ₗ[ℂ] ℂ where
  toFun x := x 3 3
  map_add' _ _ := rfl
  map_smul' _ _ := rfl

/-- The two Jordan-Wigner modes obey the anticommutation relations, and the doubly occupied
state is normalised with sharp particle number two. -/
theorem twoModes_witness :
    CAR twoModes ∧ HasParticleNumber twoModes filledState 2 ∧ filledState 1 = 1 := by
  -- the creators, written out as matrices
  have hs : ∀ j, star (twoModes j) =
      (![!![0, 0, 0, 0; 0, 0, 0, 0; 1, 0, 0, 0; 0, 1, 0, 0],
        !![0, 0, 0, 0; 1, 0, 0, 0; 0, 0, 0, 0; 0, 0, -1, 0]] :
        Fin 2 → Matrix (Fin 4) (Fin 4) ℂ) j := by
    intro j
    ext r s
    rw [Matrix.star_eq_conjTranspose, Matrix.conjTranspose_apply]
    fin_cases j <;> fin_cases r <;> fin_cases s <;> simp [twoModes]
  refine ⟨⟨?_, ?_⟩, ?_, ?_⟩
  · intro i j
    ext r s
    fin_cases i <;> fin_cases j <;> fin_cases r <;> fin_cases s <;>
      simp [twoModes]
  · intro i j
    rw [hs j]
    ext r s
    fin_cases i <;> fin_cases j <;> fin_cases r <;> fin_cases s <;>
      simp [twoModes]
  · intro x
    -- the last column of the number operator
    have hN : ∀ k, numberOp twoModes k 3 = if k = 3 then 2 else 0 := by
      intro k
      simp only [numberOp, Fin.sum_univ_two, hs]
      fin_cases k <;>
        simp [twoModes, one_add_one_eq_two]
    change (x * numberOp twoModes) 3 3 = ((2 : ℕ) : ℂ) * x 3 3
    rw [Matrix.mul_apply]
    simp [hN, mul_comm]
  · change (1 : Matrix (Fin 4) (Fin 4) ℂ) 3 3 = 1
    simp

end DensityMatrixTrace
```

```lean
#print axioms DensityMatrixTrace.partialTrace_rdm
#print axioms DensityMatrixTrace.trace_rdm_of_particleNumber
```

```
'DensityMatrixTrace.partialTrace_rdm' depends on axioms: [propext, Classical.choice, Quot.sound]
'DensityMatrixTrace.trace_rdm_of_particleNumber' depends on axioms: [propext, Classical.choice, Quot.sound]
```

## How the Lean statements map to the physics

The finite type `ι` labels the modes, and `R` is any ring with a `star` operation, which plays the role of †. The structure `CAR` holds the two relations above. Tuples are functions on `Fin p`, which counts from zero, so i₁ is `i 0`; `Fin.snoc` appends a mode. The operator identity is `sum_strings_eq_fallingFactorial`, where `fallingFactorial` is the ordered product of N−k for k < p.

For the density matrix, `R` is also a complex algebra and `w` is a linear functional on it. Positivity of `w` is not needed. `HasParticleNumber` is the condition w(xN) = n w(x), which holds for the expectation value in any eigenvector of N with eigenvalue n. The theorem `trace_rdm` needs only `CAR`; `partialTrace_rdm` adds sharp particle number, and `trace_rdm_of_particleNumber` adds normalisation too. There `n.descFactorial p` is the integer n(n−1)…(n−p+1).

## From the commutation step to the trace

In `numberOp_mul_ann`, the inner statement `key` is the one-term calculation: `noncomm_ring` checks the expansion, and the anticommutation relations are then substituted. `numberOp_mul_annString` is the induction on string length, and `contraction` inserts N between the strings. `sum_tuple_succ` separates the last mode from the others, which lets the operator identity `sum_strings_eq_fallingFactorial` be proved by induction on p.

`HasParticleNumber.shift` replaces N−p by n−p under `w`. The final trace theorem treats p ≤ n and p > n separately in its induction step, because subtraction of natural numbers stops at zero.

`twoModes_witness` supplies a concrete instance: two Jordan–Wigner modes as 4×4 matrices, in the doubly occupied state with n = 2.

## What a correct trace leaves open

The theorems concern exact operators on finitely many modes. They say nothing about rounding, or about whether a program stores its indices in the order used here.

If the particle number fluctuates, `trace_rdm` still applies, but the trace need not be the integer formula evaluated at the mean. For p = 2 it is w(N²) − w(N), which exceeds m(m−1), with m = w(N), by the variance of N.

Nor does a correct trace show that a matrix comes from a fermionic state. For two modes and n = 2, the one-particle matrix with diagonal (2, 0) has the right trace, yet it puts two fermions in one mode.
